# Golden–Thompson inequality for Hermitian matrices: $\mathrm{tr}\,e^{A+B}\le\mathrm{tr}(e^Ae^B)$

The simplest splitting of the Boltzmann operator $e^{-\beta(K+V)}$ replaces it by the product $e^{-\beta K}e^{-\beta V}$, because kinetic energy $K$ and potential $V$ are often easier to exponentiate separately. Path-integral methods apply such a splitting to many short slices of $\beta$, a case taken up at the end. For Hermitian matrices $K$ and $V$ in a finite, nonempty basis, and inverse temperature $\beta>0$, the sign of the resulting error in the partition function $Z$, the trace of the Boltzmann operator, is known: the split value is never too small, so the free energy $-\beta^{-1}\ln Z$ computed from it is a lower bound on that of the matrix $K+V$.

This is the inequality in the title with $A=-\beta K$ and $B=-\beta V$. Both traces are real, and $A$ and $B$ need not commute.

## Trace inequalities for powers of two

Write $U^\dagger$ for the conjugate transpose (`Uᴴ` in Lean). Since $\mathrm{tr}(UU^\dagger)=\sum_{ij}|U_{ij}|^2$,

$$|\mathrm{tr}(UV)|\le\sum_{ij}|U_{ij}||V_{ji}|\le\tfrac12\left[\mathrm{tr}(UU^\dagger)+\mathrm{tr}(VV^\dagger)\right].\tag{1}$$

Here $U$ and $V$ are arbitrary square matrices. Below, $\mathrm{tr}(UV)^m$ always means the trace of the power $(UV)^m$, not the power of the trace. Cyclicity also gives $\mathrm{tr}(UV)^m=\mathrm{tr}(VU)^m$. Two statements now follow together by induction on $k\ge0$:

- $S_k$: $|\mathrm{tr}\,M^{2^{k+1}}|\le|\mathrm{tr}(MM^\dagger)^{2^k}|$ for every $M$.
- $T_k$: $|\mathrm{tr}(XY)^{2^k}|\le|\mathrm{tr}(X^{2^k}Y^{2^k})|$ for Hermitian $X,Y$.

$S_0$ is (1) with $U=V=M$, and $T_0$ is an equality. For $S_{k+1}$, put $P=M^\dagger M$ and $Q=MM^\dagger$. Apply $S_k$ to $M^2$, then cyclicity, $T_k$ and (1):

$$|\mathrm{tr}\,M^{2^{k+2}}|\le|\mathrm{tr}(PQ)^{2^k}|\le|\mathrm{tr}(P^{2^k}Q^{2^k})|\le\tfrac12\left[|\mathrm{tr}\,P^{2^{k+1}}|+|\mathrm{tr}\,Q^{2^{k+1}}|\right].$$

The last two traces are equal by cyclicity, which leaves $|\mathrm{tr}\,Q^{2^{k+1}}|$. For $T_{k+1}$, apply $S_k$ to $XY$, then cyclicity and $T_k$:

$$|\mathrm{tr}(XY)^{2^{k+1}}|\le|\mathrm{tr}(XY^2X)^{2^k}|=|\mathrm{tr}(Y^2X^2)^{2^k}|\le|\mathrm{tr}(X^{2^{k+1}}Y^{2^{k+1}})|.$$

## The limit of many short steps

Let $f(t)=e^{tA}e^{tB}$ and $g(t)=e^{t(A+B)}$. Both equal $1$ at $t=0$, with derivative $D=A+B$ there. Set $X=f(1/N)$ and $Y=g(1/N)$. Then $N(X-1)$ and $N(Y-1)$ both tend to $D$, so $N\|X-Y\|\to0$, and for large $N$ both matrices lie within $\delta=(\|D\|+1)/N$ of $1$. From

$$X^{m+1}-Y^{m+1}=(X^m-Y^m)X+Y^m(X-Y),$$

induction gives $\|X^m-Y^m\|\le m\|X-Y\|\,\|1\|(1+\delta)^m$. At $m=N$ the last factor is at most $e^{\|D\|+1}$, so the difference vanishes as $N\to\infty$. As $Y^N=e^{A+B}$, this is the Lie product formula $(e^{A/N}e^{B/N})^N\to e^{A+B}$.

Now use $T_k$ with $X=e^{A/2^k}$ and $Y=e^{B/2^k}$:

$$|\mathrm{tr}(e^{A/2^k}e^{B/2^k})^{2^k}|\le|\mathrm{tr}(e^Ae^B)|.$$

Letting $k\to\infty$ gives $|\mathrm{tr}\,e^{A+B}|\le|\mathrm{tr}(e^Ae^B)|$. With $W=e^{A/2}e^{B/2}$, cyclicity gives $\mathrm{tr}(e^Ae^B)=\mathrm{tr}(WW^\dagger)\ge0$. The same identity for the pair $A+B$, $0$ shows $\mathrm{tr}\,e^{A+B}\ge0$, so the moduli can be removed.

## The Lean proof

```lean
import Mathlib

open Matrix Filter Topology
open NormedSpace (exp)

namespace GoldenThompson

variable {n : Type*} [Fintype n] [DecidableEq n]

omit [DecidableEq n] in
/-- The trace of `U U†` is the sum of the squared moduli of the entries of `U`. -/
theorem trace_mul_conjTranspose_self (U : Matrix n n ℂ) :
    (U * Uᴴ).trace = ((∑ i, ∑ j, ‖U i j‖ ^ 2 : ℝ) : ℂ) := by
  simp only [Matrix.trace, Matrix.diag_apply, Matrix.mul_apply, Matrix.conjTranspose_apply]
  push_cast
  refine Finset.sum_congr rfl fun i _ => Finset.sum_congr rfl fun j _ => ?_
  exact Complex.mul_conj' (U i j)

omit [DecidableEq n] in
/-- Cauchy-Schwarz for the Hilbert-Schmidt product, in arithmetic-mean form: `|tr(UV)|` is at
most the mean of `|tr(UU†)|` and `|tr(VV†)|`. -/
theorem norm_trace_mul_le (U V : Matrix n n ℂ) :
    ‖(U * V).trace‖ ≤ (‖(U * Uᴴ).trace‖ + ‖(V * Vᴴ).trace‖) / 2 := by
  have hn : ∀ W : Matrix n n ℂ, ‖(W * Wᴴ).trace‖ = ∑ i, ∑ j, ‖W i j‖ ^ 2 := by
    intro W
    rw [trace_mul_conjTranspose_self, Complex.norm_real, Real.norm_of_nonneg (by positivity)]
  have hV : ∑ i, ∑ j, ‖V i j‖ ^ 2 = ∑ i, ∑ j, ‖V j i‖ ^ 2 := Finset.sum_comm
  rw [hn, hn, hV]
  calc ‖(U * V).trace‖ = ‖∑ i, ∑ j, U i j * V j i‖ := by
        simp only [Matrix.trace, Matrix.diag_apply, Matrix.mul_apply]
    _ ≤ ∑ i, ∑ j, ‖U i j * V j i‖ :=
        (norm_sum_le _ _).trans (Finset.sum_le_sum fun i _ => norm_sum_le _ _)
    _ ≤ ∑ i, ∑ j, (‖U i j‖ ^ 2 + ‖V j i‖ ^ 2) / 2 := by
        refine Finset.sum_le_sum fun i _ => Finset.sum_le_sum fun j _ => ?_
        rw [norm_mul]
        nlinarith [sq_nonneg (‖U i j‖ - ‖V j i‖)]
    _ = _ := by simp only [← Finset.sum_div, Finset.sum_add_distrib]

/-- Cyclicity of the trace for powers of a product: `tr((UV)^m) = tr((VU)^m)`. -/
theorem trace_mul_pow_comm (U V : Matrix n n ℂ) (m : ℕ) :
    ((U * V) ^ m).trace = ((V * U) ^ m).trace := by
  have h : ∀ m : ℕ, (U * V) ^ m * U = U * (V * U) ^ m := by
    intro m
    induction m with
    | zero => simp
    | succ m ih => rw [pow_succ', mul_assoc, ih, pow_succ']; simp only [mul_assoc]
  cases m with
  | zero => simp
  | succ m =>
    rw [pow_succ, ← mul_assoc, h, mul_assoc, Matrix.trace_mul_comm, mul_assoc, ← pow_succ]

/-- Trace inequalities for powers of two: `|tr M^(2^(k+1))| ≤ |tr (MM†)^(2^k)|` for every `M`,
and `|tr (XY)^(2^k)| ≤ |tr X^(2^k) Y^(2^k)|` for Hermitian `X` and `Y`. -/
theorem trace_two_pow_le (k : ℕ) :
    (∀ M : Matrix n n ℂ, ‖(M ^ 2 ^ (k + 1)).trace‖ ≤ ‖((M * Mᴴ) ^ 2 ^ k).trace‖) ∧
    (∀ X Y : Matrix n n ℂ, X.IsHermitian → Y.IsHermitian →
      ‖((X * Y) ^ 2 ^ k).trace‖ ≤ ‖(X ^ 2 ^ k * Y ^ 2 ^ k).trace‖) := by
  induction k with
  | zero =>
    refine ⟨fun M => ?_, fun X Y _ _ => by simp⟩
    have h := norm_trace_mul_le M M
    simp only [zero_add, pow_one, pow_zero, sq]
    linarith
  | succ k ih =>
    obtain ⟨hS, hT⟩ := ih
    have hp : ∀ (Z : Matrix n n ℂ) (j : ℕ), (Z * Z) ^ 2 ^ j = Z ^ 2 ^ (j + 1) := by
      intro Z j
      rw [← sq, ← pow_mul, ← pow_succ']
    constructor
    · intro M
      have hP : (Mᴴ * M).IsHermitian := Matrix.isHermitian_conjTranspose_mul_self M
      have hQ : (M * Mᴴ).IsHermitian := Matrix.isHermitian_mul_conjTranspose_self M
      have hsq : ∀ P : Matrix n n ℂ, P.IsHermitian →
          P ^ 2 ^ k * (P ^ 2 ^ k)ᴴ = P ^ 2 ^ (k + 1) := by
        intro P h
        rw [Matrix.conjTranspose_pow, h.eq, ← pow_add, ← two_mul, ← pow_succ']
      have e : Mᴴ * (M * M * Mᴴ) = Mᴴ * M * (M * Mᴴ) := by simp only [mul_assoc]
      have h := norm_trace_mul_le ((Mᴴ * M) ^ 2 ^ k) ((M * Mᴴ) ^ 2 ^ k)
      rw [hsq _ hP, hsq _ hQ, trace_mul_pow_comm Mᴴ M] at h
      -- use the first inequality for M², then the second for M†M and MM†
      have h1 := hS (M * M)
      rw [hp, Matrix.conjTranspose_mul, ← mul_assoc (M * M),
        trace_mul_pow_comm (M * M * Mᴴ) Mᴴ, e] at h1
      linarith [hT _ _ hP hQ]
    · intro X Y hX hY
      have hs : ∀ Z : Matrix n n ℂ, Z.IsHermitian → (Z * Z).IsHermitian := by
        intro Z h
        show (Z * Z)ᴴ = Z * Z
        rw [Matrix.conjTranspose_mul, h.eq]
      have e1 : X * Y * (X * Y)ᴴ = X * (Y * Y * X) := by
        rw [Matrix.conjTranspose_mul, hX.eq, hY.eq]
        simp only [mul_assoc]
      -- pass from X, Y to their squares
      have h1 := hS (X * Y)
      rw [e1, trace_mul_pow_comm X (Y * Y * X), mul_assoc (Y * Y) X X] at h1
      have h2 := hT _ _ (hs Y hY) (hs X hX)
      rw [hp, hp, Matrix.trace_mul_comm] at h2
      exact h1.trans h2

/-- Error accumulation: if `X` and `Y` are within `δ` of the identity, their `m`-th powers differ
by at most `m ‖X - Y‖ ‖1‖ (1 + δ)^m`. -/
theorem norm_pow_sub_pow_le {R : Type*} [NormedRing R] {X Y : R} {δ : ℝ}
    (hX : ‖X - 1‖ ≤ δ) (hY : ‖Y - 1‖ ≤ δ) (m : ℕ) :
    ‖X ^ m - Y ^ m‖ ≤ m * ‖X - Y‖ * (‖(1 : R)‖ * (1 + δ) ^ m) := by
  have hδ : 0 ≤ δ := (norm_nonneg _).trans hX
  have hpow : ∀ m : ℕ, ‖Y ^ m‖ ≤ ‖(1 : R)‖ * (1 + δ) ^ m := by
    intro m
    induction m with
    | zero => simp
    | succ m ih =>
      have e : Y ^ (m + 1) = Y ^ m + Y ^ m * (Y - 1) := by
        rw [pow_succ, mul_sub, mul_one]; abel
      have h1 : ‖Y ^ m * (Y - 1)‖ ≤ ‖(1 : R)‖ * (1 + δ) ^ m * δ :=
        (norm_mul_le _ _).trans (mul_le_mul ih hY (norm_nonneg _) (by positivity))
      rw [e, pow_succ]
      linarith [norm_add_le (Y ^ m) (Y ^ m * (Y - 1))]
  induction m with
  | zero => simp
  | succ m ih =>
    have e : X ^ (m + 1) - Y ^ (m + 1)
        = (X ^ m - Y ^ m) + (X ^ m - Y ^ m) * (X - 1) + Y ^ m * (X - Y) := by
      rw [pow_succ, pow_succ]
      simp only [mul_sub, sub_mul, mul_one]
      abel
    have h1 := (norm_mul_le (X ^ m - Y ^ m) (X - 1)).trans
      (mul_le_mul ih hX (norm_nonneg _) (by positivity))
    have h2 := (norm_mul_le (Y ^ m) (X - Y)).trans
      (mul_le_mul_of_nonneg_right (hpow m) (norm_nonneg _))
    have h3 : 0 ≤ ‖X - Y‖ * (‖(1 : R)‖ * (1 + δ) ^ m) * δ := by positivity
    rw [e, pow_succ]
    push_cast
    nlinarith [norm_add₃_le (a := X ^ m - Y ^ m) (b := (X ^ m - Y ^ m) * (X - 1))
      (c := Y ^ m * (X - Y))]

/-- Two one-step propagators that equal the identity at time zero and have the same derivative
there agree in the limit of `N` steps of length `1/N`. -/
theorem tendsto_steps_sub {R : Type*} [NormedRing R] [NormedAlgebra ℝ R] {f g : ℝ → R} {D : R}
    (f0 : f 0 = 1) (g0 : g 0 = 1) (hf : HasDerivAt f D 0) (hg : HasDerivAt g D 0) :
    Tendsto (fun N : ℕ => f (N : ℝ)⁻¹ ^ N - g (N : ℝ)⁻¹ ^ N) atTop (𝓝 0) := by
  have hN : Tendsto (fun N : ℕ => (N : ℝ)⁻¹) atTop (𝓝[≠] 0) := by
    refine tendsto_nhdsWithin_iff.2
      ⟨tendsto_inv_atTop_zero.comp tendsto_natCast_atTop_atTop, ?_⟩
    filter_upwards [eventually_gt_atTop 0] with N hN
    exact inv_ne_zero (Nat.cast_ne_zero.2 hN.ne')
  -- the derivative at zero as a limit along the step lengths 1/N
  have key : ∀ u : ℝ → R, u 0 = 1 → HasDerivAt u D 0 →
      Tendsto (fun N : ℕ => (N : ℝ) • (u (N : ℝ)⁻¹ - 1)) atTop (𝓝 D) := by
    intro u u0 hu
    have h := (hasDerivAt_iff_tendsto_slope_zero.1 hu).comp hN
    simpa [Function.comp_def, u0] using h
  have hF := key f f0 hf
  have hG := key g g0 hg
  have hd := ((hF.sub hG).norm).mul_const (‖(1 : R)‖ * Real.exp (‖D‖ + 1))
  rw [sub_self, norm_zero, zero_mul] at hd
  refine squeeze_zero_norm' ?_ hd
  filter_upwards [hF.norm.eventually_lt_const (lt_add_one ‖D‖),
    hG.norm.eventually_lt_const (lt_add_one ‖D‖), eventually_gt_atTop 0] with N h1 h2 hN0
  have hp : (0 : ℝ) < N := Nat.cast_pos.2 hN0
  have h1' : (N : ℝ) * ‖f (N : ℝ)⁻¹ - 1‖ < ‖D‖ + 1 := by simpa [norm_smul] using h1
  have h2' : (N : ℝ) * ‖g (N : ℝ)⁻¹ - 1‖ < ‖D‖ + 1 := by simpa [norm_smul] using h2
  have hr : (1 + (‖D‖ + 1) / N) ^ N ≤ Real.exp (‖D‖ + 1) := by
    calc (1 + (‖D‖ + 1) / N) ^ N ≤ Real.exp ((‖D‖ + 1) / N) ^ N :=
          pow_le_pow_left₀ (by positivity)
            (by linarith [Real.add_one_le_exp ((‖D‖ + 1) / (N : ℝ))]) N
      _ = Real.exp (‖D‖ + 1) := by
          rw [← Real.exp_nat_mul, mul_div_cancel₀ _ hp.ne']
  rw [← smul_sub, sub_sub_sub_cancel_right, norm_smul, Real.norm_natCast]
  have hX : ‖f (N : ℝ)⁻¹ - 1‖ ≤ (‖D‖ + 1) / N := (le_div_iff₀ hp).2 (by linarith)
  have hY : ‖g (N : ℝ)⁻¹ - 1‖ ≤ (‖D‖ + 1) / N := (le_div_iff₀ hp).2 (by linarith)
  refine (norm_pow_sub_pow_le hX hY N).trans ?_
  gcongr

/-- For `N ≠ 0` the matrix `exp(A/N)` is an `N`-th root of `exp A`, and it is Hermitian
if `A` is. -/
theorem exp_root (A : Matrix n n ℂ) {N : ℕ} (hN : N ≠ 0) :
    exp ((N : ℝ)⁻¹ • A) ^ N = exp A ∧
      (A.IsHermitian → (exp ((N : ℝ)⁻¹ • A)).IsHermitian) := by
  constructor
  · rw [← Matrix.exp_nsmul, ← Nat.cast_smul_eq_nsmul ℝ, smul_smul,
      mul_inv_cancel₀ (Nat.cast_ne_zero.2 hN), one_smul]
  · intro h
    show (exp ((N : ℝ)⁻¹ • A))ᴴ = _
    rw [← Matrix.exp_conjTranspose, Matrix.conjTranspose_smul, h.eq, star_trivial]

open scoped Matrix.Norms.Operator in
/-- Lie product formula: `(exp(A/N) exp(B/N))^N` tends to `exp(A+B)` as `N` grows. -/
theorem lie_product_formula (A B : Matrix n n ℂ) :
    Tendsto (fun N : ℕ => (exp ((N : ℝ)⁻¹ • A) * exp ((N : ℝ)⁻¹ • B)) ^ N) atTop
      (𝓝 (exp (A + B))) := by
  have hE : ∀ M : Matrix n n ℂ, HasDerivAt (fun t : ℝ => exp (t • M)) M 0 := by
    intro M
    exact (hasDerivAt_exp_smul_const M (0 : ℝ)).congr_deriv (by simp)
  -- compare the split step with the exact step
  have h := tendsto_steps_sub (f := fun t : ℝ => exp (t • A) * exp (t • B))
    (g := fun t : ℝ => exp (t • (A + B))) (D := A + B) (by simp) (by simp)
    (((hE A).fun_mul (hE B)).congr_deriv (by simp)) (hE (A + B))
  have h2 := h.add_const (exp (A + B))
  rw [zero_add] at h2
  refine h2.congr' ?_
  filter_upwards [eventually_gt_atTop 0] with N hN
  simp only [(exp_root (A + B) hN.ne').1, sub_add_cancel]

/-- For Hermitian `A` and `B` the trace of `exp(A) exp(B)` equals its own modulus, so it is real
and non-negative. -/
theorem trace_exp_mul_exp_eq_norm {A B : Matrix n n ℂ} (hA : A.IsHermitian)
    (hB : B.IsHermitian) :
    (exp A * exp B).trace = ((‖(exp A * exp B).trace‖ : ℝ) : ℂ) := by
  obtain ⟨hA1, hA2⟩ := exp_root A two_ne_zero
  obtain ⟨hB1, hB2⟩ := exp_root B two_ne_zero
  -- with P = exp(A/2) and Q = exp(B/2) the trace is that of (PQ)(PQ)†
  have h : (exp A * exp B).trace = ((exp (((2 : ℕ) : ℝ)⁻¹ • A) * exp (((2 : ℕ) : ℝ)⁻¹ • B)) *
      (exp (((2 : ℕ) : ℝ)⁻¹ • A) * exp (((2 : ℕ) : ℝ)⁻¹ • B))ᴴ).trace := by
    rw [Matrix.conjTranspose_mul, (hA2 hA).eq, (hB2 hB).eq, ← hA1, ← hB1, sq, sq]
    simp only [mul_assoc]
    rw [Matrix.trace_mul_comm]
    simp only [mul_assoc]
  rw [h, trace_mul_conjTranspose_self, Complex.norm_real, Real.norm_of_nonneg (by positivity)]

/-- Golden-Thompson inequality: for Hermitian `A` and `B` the traces of `exp(A+B)` and of
`exp(A) exp(B)` are real, and the first is at most the second. -/
theorem golden_thompson {A B : Matrix n n ℂ} (hA : A.IsHermitian) (hB : B.IsHermitian) :
    (exp (A + B)).trace.im = 0 ∧ (exp A * exp B).trace.im = 0 ∧
      (exp (A + B)).trace.re ≤ (exp A * exp B).trace.re := by
  have hb : ‖(exp (A + B)).trace‖ ≤ ‖(exp A * exp B).trace‖ := by
    have hc : Continuous fun M : Matrix n n ℂ => ‖M.trace‖ := continuous_id.matrix_trace.norm
    -- Lie product formula along N = 2^k
    have h := (hc.tendsto (exp (A + B))).comp ((lie_product_formula A B).comp
      (tendsto_pow_atTop_atTop_of_one_lt (one_lt_two : 1 < (2 : ℕ))))
    refine le_of_tendsto' h fun k => ?_
    have hk : 2 ^ k ≠ 0 := pow_ne_zero k two_ne_zero
    obtain ⟨hA1, hA2⟩ := exp_root A hk
    obtain ⟨hB1, hB2⟩ := exp_root B hk
    have h3 := (trace_two_pow_le k).2 _ _ (hA2 hA) (hB2 hB)
    rw [hA1, hB1] at h3
    exact h3
  have h1 := trace_exp_mul_exp_eq_norm hA hB
  have h2 := trace_exp_mul_exp_eq_norm (hA.add hB) Matrix.isHermitian_zero
  rw [NormedSpace.exp_zero, mul_one] at h2
  rw [h1, h2]
  exact ⟨Complex.ofReal_im _, Complex.ofReal_im _, by simpa only [Complex.ofReal_re] using hb⟩

end GoldenThompson
```

```lean
#print axioms GoldenThompson.golden_thompson
-- 'GoldenThompson.golden_thompson' depends on axioms: [propext, Classical.choice, Quot.sound]
```

## Reading `golden_thompson`

The type `n` labels a finite basis, `Matrix n n ℂ` holds the operators, and `IsHermitian` is the condition on $A$ and $B$. `exp` is the matrix exponential, not the entrywise one. The conclusion has three parts: two vanishing imaginary parts and an inequality between real parts.

`trace_two_pow_le` carries the joint induction; its `linarith` calls combine the bounds displayed above. `norm_pow_sub_pow_le` and `tendsto_steps_sub` supply the error estimate and limit for `lie_product_formula`. In the final theorem, `le_of_tendsto'` takes the inequality to the limit, and `trace_exp_mul_exp_eq_norm` removes the moduli.

The step from a finite basis to the full Hilbert space, where $K$ is unbounded, needs a separate convergence argument. The theorem also gives no size for the splitting error.

## One non-Hermitian matrix, and more time slices

Hermiticity of $A$ alone is not enough, even for real matrices. Take

$$A=\begin{pmatrix}0&1\\1&0\end{pmatrix},\qquad B=\begin{pmatrix}0&3\\0&0\end{pmatrix}.$$

Then $\mathrm{tr}\,e^{A+B}=2\cosh2\approx7.52$, but $\mathrm{tr}(e^Ae^B)=2\cosh1+3\sinh1\approx6.61$.

The same argument also orders the finer splittings. For Hermitian $A$ and $B$, let $Z_p=\mathrm{tr}(e^{A/p}e^{B/p})^p$. By cyclicity $Z_p=\mathrm{tr}(e^{A/(2p)}e^{B/p}e^{A/(2p)})^p$, the trace of a power of a positive definite matrix, so $Z_p$ is real and non-negative. Applying $S_k$ to $M=e^{A/2^{k+1}}e^{B/2^{k+1}}$ and using cyclicity then gives $Z_{2^{k+1}}\le Z_{2^k}$: starting from one slice, no doubling of the number of slices raises the partition function. This ordering is a short corollary by hand and is not stated in the Lean code.
